# Opposite 2π/L twists of a spin-1/2 XXZ ring: an exact identity and a 2π²|J|/L energy bound

The ring is given one bond (x, x+1) for every site x, with sites numbered 0 to L−1 and addition taken modulo L. This fixes what the smallest rings mean: at L = 2 the single pair of neighbours is counted twice, and at L = 1 the site is joined to itself. With this counting, the results below hold for every L ≥ 1. A code that stores each pair of neighbours only once has a different Hamiltonian at L = 2.

## The twist identity and its bound

Let Sx_x, Sy_x and Sz_x be the spin-1/2 operators at site x, in units of ħ. The Hamiltonian is H = Hxy + Hz, with real couplings J and Jz:

Hxy = J Σ_x (Sx_x Sx_{x+1} + Sy_x Sy_{x+1})

Hz = Jz Σ_x Sz_x Sz_{x+1}

The twist rotates each spin about the z axis by an angle that grows linearly along the ring:

U = exp(i t Σ_x x Sz_x), t = 2π/L

Then, as an identity between operators,

U†HU + UHU† − 2H = 2(cos t − 1) Hxy

and for every unit vector ψ

|⟨ψ| U†HU + UHU† − 2H |ψ⟩| ≤ 2π²|J|/L

## A check for exact diagonalisation

Write E(φ) = ⟨φ|H|φ⟩. For a normalised vector ψ the identity gives

E(Uψ) + E(U†ψ) − 2E(ψ) = 2(cos t − 1) ⟨ψ|Hxy|ψ⟩

A program that applies H to a vector can test this on a random normalised state. A wrong twist angle, or a closing bond attached to the wrong site, will in general break the equality. A missing bond will not show if Hxy is built from the same bond list, since each bond satisfies the relation separately.

If ψ is a ground state of this finite nearest-neighbour ring, the variational principle makes both energy changes non-negative, so each twisted state lies at most 2π²|J|/L above the ground-state energy. The Lieb-Schultz-Mattis theorem concerns the excitation spectrum, and reaching it from this estimate takes a further argument that a twisted state is orthogonal to the ground state. The Lean code proves the identity and the bound for unit vectors; the variational step for a ground state and the orthogonality argument are not part of it.

## From one bond to the whole ring

Let s be a configuration of up and down spins, m_x = ±1/2 the spin value at site x, and D(s) = Σ_x x m_x. The twist is diagonal:

(Uψ)(s) = exp(i t D(s)) ψ(s)

Take an in-plane bond B = Sx_x Sx_y + Sy_x Sy_y. It reverses the spin at x and then the one at y, which leads from s to a configuration r. Let m′_y be the spin value at y after the reversal at x; for x ≠ y it is simply m_y. The spin-1/2 matrix elements give

(Bψ)(s) = c ψ(r), c = 1/4 − m_x m′_y

Conjugation by the twist adds a phase, and the two opposite twists add up to a cosine:

((U†BU + UBU†)ψ)(s) = 2c cos(t(D(r) − D(s))) ψ(r)

Reversing a spin of value m at site x changes D by −2xm, so

D(r) − D(s) = −2x m_x − 2y m′_y

If m_x = m′_y, then c = 0 and the term vanishes. If m_x = −m′_y, the difference is x − y or y − x, and the cosine is the same for both. Therefore

U†BU + UBU† = 2 cos(t(x − y)) B

On an ordinary ring bond the site numbers differ by 1, so the factor is 2 cos t. On the closing bond they differ by L − 1, and t(L − 1) = 2π − t has the same cosine. The products Sz_x Sz_{x+1} are diagonal and commute with U, so they contribute 2Hz − 2Hz = 0. Summing over the bonds and subtracting 2H gives the identity.

For the bound, |c| ≤ 1/2, and the map from s to r permutes the configurations. In a unit vector,

|⟨ψ|B|ψ⟩| ≤ (1/2) Σ_s |ψ(s)||ψ(r)| ≤ (1/4) Σ_s (|ψ(s)|² + |ψ(r)|²) = 1/2

The L bonds together give |⟨ψ|Hxy|ψ⟩| ≤ |J|L/2. Since 2(1 − cos t) ≤ t² = 4π²/L², the expectation is bounded by

(4π²/L²)(|J|L/2) = 2π²|J|/L

## The ring, the twist and both theorems in Lean

```lean
import Mathlib

open Real ComplexConjugate

namespace LiebSchultzMattisTwist

noncomputable section

/-- A configuration of `L` spins: `true` is up and `false` is down. -/
abbrev Config (L : ℕ) := Fin L → Bool

/-- A state vector: one complex amplitude for each configuration. -/
abbrev State (L : ℕ) := Config L → ℂ

variable {L : ℕ}

/-- The value `1/2` or `-1/2` of the z component of a spin. -/
def mag (b : Bool) : ℝ := if b then 1 / 2 else -1 / 2

/-- The configuration with the spin at site `x` reversed. -/
def flipAt (x : Fin L) (s : Config L) : Config L := Function.update s x (!s x)

/-- The spin operator Sx at site `x`. -/
def Sx (x : Fin L) (ψ : State L) : State L := fun s => 1 / 2 * ψ (flipAt x s)

/-- The spin operator Sy at site `x`. -/
def Sy (x : Fin L) (ψ : State L) : State L :=
  fun s => -Complex.I * (mag (s x) : ℂ) * ψ (flipAt x s)

/-- The spin operator Sz at site `x`. -/
def Sz (x : Fin L) (ψ : State L) : State L := fun s => (mag (s x) : ℂ) * ψ s

/-- The in-plane exchange Sx Sx + Sy Sy between sites `x` and `y`. -/
def xyBond (x y : Fin L) (ψ : State L) : State L := Sx x (Sx y ψ) + Sy x (Sy y ψ)

/-- The in-plane part of the ring Hamiltonian, with coupling `J`. -/
def xyPart [NeZero L] (J : ℝ) (ψ : State L) : State L :=
  (J : ℂ) • ∑ x : Fin L, xyBond x (x + 1) ψ

/-- The XXZ Hamiltonian on the ring, with couplings `J` in the plane and `Jz` along z. -/
def xxz [NeZero L] (J Jz : ℝ) (ψ : State L) : State L :=
  xyPart J ψ + (Jz : ℂ) • ∑ x : Fin L, Sz x (Sz (x + 1) ψ)

/-- The value of `∑ x Sz_x` in a configuration. -/
def dipole (s : Config L) : ℝ := ∑ x : Fin L, (x.val : ℝ) * mag (s x)

/-- The twist `exp(i t ∑ x Sz_x)`, diagonal in the configurations. -/
def twist (t : ℝ) (ψ : State L) : State L :=
  fun s => Complex.exp (((t * dipole s : ℝ) : ℂ) * Complex.I) * ψ s

/-- The inner product of two states. -/
def braket (φ ψ : State L) : ℂ := ∑ s, conj (φ s) * ψ s

/-- The twist angle `2π/L` of a ring with `L ≠ 0` sites. -/
def angle (L : ℕ) : ℝ := 2 * π / L

/-- `U*HU + UHU* - 2H` applied to a state, with `U` the twist by `2π/L`. -/
def twistDefect [NeZero L] (J Jz : ℝ) (ψ : State L) : State L :=
  twist (-angle L) (xxz J Jz (twist (angle L) ψ))
    + twist (angle L) (xxz J Jz (twist (-angle L) ψ)) - (2 : ℂ) • xxz J Jz ψ

/-- Reversing a spin of value `m` at site `x` changes the dipole by `-2 x m`. -/
theorem dipole_flipAt (x : Fin L) (s : Config L) :
    dipole (flipAt x s) = dipole s - 2 * x.val * mag (s x) := by
  have h : ∀ y : Fin L, (y.val : ℝ) * mag (flipAt x s y)
      = y.val * mag (s y) - if y = x then 2 * (x.val : ℝ) * mag (s x) else 0 := by
    intro y
    by_cases hy : y = x
    · have hm : mag (flipAt x s x) = -mag (s x) := by
        cases hb : s x <;> norm_num [flipAt, mag, hb]
      rw [if_pos hy, hy, hm]
      ring
    · simp [flipAt, hy]
  unfold dipole
  rw [Finset.sum_congr rfl fun y _ => h y, Finset.sum_sub_distrib]
  simp

/-- The adjoint of the twist by `t` is the twist by `-t`. -/
theorem twist_adjoint (t : ℝ) (φ ψ : State L) :
    braket (twist t φ) ψ = braket φ (twist (-t) ψ) := by
  refine Finset.sum_congr rfl fun s _ => ?_
  have h : conj (((t * dipole s : ℝ) : ℂ) * Complex.I)
      = ((-t * dipole s : ℝ) : ℂ) * Complex.I := by simp
  simp only [twist]
  rw [map_mul, ← Complex.exp_conj, h]
  ring

/-- The value at `s` of an in-plane bond applied to `ψ`: reverse the spin at `x` and then the one at
`y`, take `ψ` there, and multiply by `1/4 - m m'`, where `m` is the spin value at `x` in `s` and
`m'` is the one at `y` after the first reversal. -/
theorem xyBond_apply (x y : Fin L) (ψ : State L) (s : Config L) :
    xyBond x y ψ s = ((1 / 4 - mag (s x) * mag (flipAt x s y) : ℝ) : ℂ)
      * ψ (flipAt y (flipAt x s)) := by
  simp only [xyBond, Sx, Sy, Pi.add_apply]
  push_cast
  linear_combination (mag (s x) : ℂ) * mag (flipAt x s y)
    * ψ (flipAt y (flipAt x s)) * Complex.I_sq

/-- Conjugating an in-plane bond by the two opposite twists and adding the results
multiplies the bond by `2 cos(t(x - y))`. -/
theorem twist_xyBond (t : ℝ) (x y : Fin L) (ψ : State L) :
    twist (-t) (xyBond x y (twist t ψ)) + twist t (xyBond x y (twist (-t) ψ))
      = (2 * (Real.cos (t * ((x.val : ℝ) - y.val)) : ℂ)) • xyBond x y ψ := by
  funext s
  -- parallel spins drop out; antiparallel ones shift the dipole by ±(x - y)
  have hk : (1 / 4 - mag (s x) * mag (flipAt x s y)) *
      (Real.cos (t * (dipole (flipAt y (flipAt x s)) - dipole s))
        - Real.cos (t * ((x.val : ℝ) - y.val))) = 0 := by
    rw [dipole_flipAt, dipole_flipAt]
    have hf : mag false = -1 / 2 := by norm_num [mag]
    have ht : mag true = 1 / 2 := by norm_num [mag]
    generalize flipAt x s y = b
    generalize s x = a
    cases a <;> cases b
    · rw [hf]; ring
    · rw [hf, ht, show t * (dipole s - 2 * x.val * (-1 / 2) - 2 * y.val * (1 / 2)
        - dipole s) = t * ((x.val : ℝ) - y.val) by ring, sub_self, mul_zero]
    · rw [hf, ht, show t * (dipole s - 2 * x.val * (1 / 2) - 2 * y.val * (-1 / 2)
        - dipole s) = -(t * ((x.val : ℝ) - y.val)) by ring, Real.cos_neg, sub_self, mul_zero]
    · rw [ht]; ring
  have hkC := congrArg Complex.ofReal hk
  rw [Complex.ofReal_mul, Complex.ofReal_sub (Real.cos _), Complex.ofReal_zero] at hkC
  simp only [Pi.add_apply, Pi.smul_apply, smul_eq_mul, twist, xyBond_apply]
  generalize flipAt y (flipAt x s) = r at *
  have hE : Complex.exp (((-t * dipole s : ℝ) : ℂ) * Complex.I)
        * Complex.exp (((t * dipole r : ℝ) : ℂ) * Complex.I)
      + Complex.exp (((t * dipole s : ℝ) : ℂ) * Complex.I)
        * Complex.exp (((-t * dipole r : ℝ) : ℂ) * Complex.I)
      = 2 * (Real.cos (t * (dipole r - dipole s)) : ℂ) := by
    rw [← Complex.exp_add, ← Complex.exp_add, Complex.ofReal_cos, Complex.two_cos]
    congr 2 <;> (push_cast; ring)
  linear_combination ((1 / 4 - mag (s x) * mag (flipAt x s y) : ℝ) : ℂ) * ψ r * hE
    + 2 * ψ r * hkC

/-- At twist angle `2π/L` every bond of the ring, the closing one included, has the
same cosine. -/
theorem cos_ring_bond [NeZero L] (x : Fin L) :
    Real.cos (angle L * ((x.val : ℝ) - (x + 1).val)) = Real.cos (angle L) := by
  have hv : (x + 1).val = (x.val + 1) % L := by
    rw [Fin.val_add]
    change (x.val + 1 % L) % L = _
    exact Nat.add_mod_mod _ _ _
  have hd := Nat.div_add_mod (x.val + 1) L
  rw [← hv] at hd
  generalize (x.val + 1) / L = q at hd
  have hq : (L : ℝ) * q + ((x + 1).val : ℝ) = x.val + 1 := by exact_mod_cast hd
  have hL : angle L * L = 2 * π :=
    div_mul_cancel₀ _ (Nat.cast_ne_zero.mpr (NeZero.ne L))
  rw [show angle L * ((x.val : ℝ) - (x + 1).val) = -angle L + q * (2 * π) by
    linear_combination q * hL - angle L * hq, Real.cos_add_nat_mul_two_pi, Real.cos_neg]

/-- The twist identity `U*HU + UHU* - 2H = 2(cos t - 1) Hxy` on the XXZ ring, `t = 2π/L`. -/
theorem twistDefect_eq [NeZero L] (J Jz : ℝ) (ψ : State L) :
    twistDefect J Jz ψ = (2 * ((Real.cos (angle L) : ℂ) - 1)) • xyPart J ψ := by
  funext s
  have ht : ∀ (u : ℝ) (φ : State L), twist u φ s
      = Complex.exp (((u * dipole s : ℝ) : ℂ) * Complex.I) * φ s := fun _ _ => rfl
  have h1 : Complex.exp (((-angle L * dipole s : ℝ) : ℂ) * Complex.I)
        * ∑ x : Fin L, xyBond x (x + 1) (twist (angle L) ψ) s
      + Complex.exp (((angle L * dipole s : ℝ) : ℂ) * Complex.I)
        * ∑ x : Fin L, xyBond x (x + 1) (twist (-angle L) ψ) s
      = 2 * (Real.cos (angle L) : ℂ) * ∑ x : Fin L, xyBond x (x + 1) ψ s := by
    rw [Finset.mul_sum, Finset.mul_sum, Finset.mul_sum, ← Finset.sum_add_distrib]
    refine Finset.sum_congr rfl fun x _ => ?_
    have h := congrFun (twist_xyBond (angle L) x (x + 1) ψ) s
    rw [cos_ring_bond] at h
    exact h
  -- the Sz Sz terms commute with the twist
  have h2 : ∀ u : ℝ, ∑ x : Fin L, Sz x (Sz (x + 1) (twist u ψ)) s
      = Complex.exp (((u * dipole s : ℝ) : ℂ) * Complex.I)
        * ∑ x : Fin L, Sz x (Sz (x + 1) ψ) s := by
    intro u
    rw [Finset.mul_sum]
    refine Finset.sum_congr rfl fun x _ => ?_
    simp only [Sz, twist]
    ring
  have h3 : Complex.exp (((-angle L * dipole s : ℝ) : ℂ) * Complex.I)
      * Complex.exp (((angle L * dipole s : ℝ) : ℂ) * Complex.I) = 1 := by
    rw [← Complex.exp_add]
    simp
  simp only [twistDefect, xxz, xyPart, ht, Pi.add_apply, Pi.sub_apply, Pi.smul_apply,
    Finset.sum_apply, smul_eq_mul, h2]
  linear_combination (J : ℂ) * h1
    + 2 * (Jz : ℂ) * (∑ x : Fin L, Sz x (Sz (x + 1) ψ) s) * h3

/-- In a unit vector an in-plane bond has expectation of modulus at most `1/2`. -/
theorem norm_xyBond_le (x y : Fin L) (ψ : State L) (hψ : braket ψ ψ = 1) :
    ‖braket ψ (xyBond x y ψ)‖ ≤ 1 / 2 := by
  have hn : ∑ s, ‖ψ s‖ ^ 2 = 1 := by
    have h : ((∑ s, ‖ψ s‖ ^ 2 : ℝ) : ℂ) = 1 := by
      refine Eq.trans ?_ hψ
      simp [braket, Complex.conj_mul']
    exact_mod_cast h
  -- reversing a spin permutes the configurations
  have hp : ∀ (z : Fin L) (f : Config L → ℝ), ∑ s, f (flipAt z s) = ∑ s, f s := fun z f =>
    Equiv.sum_comp (Function.Involutive.toPerm (flipAt z) fun s => by simp [flipAt]) f
  have h2 : ∑ s, ‖ψ (flipAt y (flipAt x s))‖ ^ 2 = 1 :=
    (hp x fun s => ‖ψ (flipAt y s)‖ ^ 2).trans ((hp y fun s => ‖ψ s‖ ^ 2).trans hn)
  have hc : ∀ a b, |1 / 4 - mag a * mag b| ≤ 1 / 2 := by
    intro a b
    cases a <;> cases b <;> norm_num [mag, abs_le]
  calc ‖braket ψ (xyBond x y ψ)‖
      ≤ ∑ s, (‖ψ s‖ ^ 2 + ‖ψ (flipAt y (flipAt x s))‖ ^ 2) / 4 := by
        refine norm_sum_le_of_le _ fun s _ => ?_
        rw [xyBond_apply, norm_mul, norm_mul, RCLike.norm_conj, Complex.norm_real,
          Real.norm_eq_abs]
        have h := mul_le_mul_of_nonneg_right (hc (s x) (flipAt x s y))
          (mul_nonneg (norm_nonneg (ψ s)) (norm_nonneg (ψ (flipAt y (flipAt x s)))))
        nlinarith [sq_nonneg (‖ψ s‖ - ‖ψ (flipAt y (flipAt x s))‖)]
    _ = 1 / 2 := by
        rw [← Finset.sum_div, Finset.sum_add_distrib, hn, h2]
        norm_num

/-- In a unit vector the expectation of `U*HU + UHU* - 2H` has modulus at most
`2π²|J|/L`. -/
theorem norm_twistDefect_le [NeZero L] (J Jz : ℝ) (ψ : State L) (hψ : braket ψ ψ = 1) :
    ‖braket ψ (twistDefect J Jz ψ)‖ ≤ 2 * π ^ 2 * |J| / L := by
  have hs : braket ψ (twistDefect J Jz ψ) = ((2 * (Real.cos (angle L) - 1) * J : ℝ) : ℂ)
      * ∑ x : Fin L, braket ψ (xyBond x (x + 1) ψ) := by
    rw [twistDefect_eq]
    simp only [braket, xyPart, Pi.smul_apply, Finset.sum_apply, smul_eq_mul]
    rw [Finset.sum_comm, Finset.mul_sum]
    refine Finset.sum_congr rfl fun s _ => ?_
    rw [← Finset.mul_sum]
    push_cast
    ring
  have hb : ‖∑ x : Fin L, braket ψ (xyBond x (x + 1) ψ)‖ ≤ L * (1 / 2) :=
    (norm_sum_le_of_le _ fun x _ => norm_xyBond_le x (x + 1) ψ hψ).trans (by simp)
  have hc : |2 * (Real.cos (angle L) - 1)| ≤ angle L ^ 2 := by
    have h1 : 1 - angle L ^ 2 / 2 ≤ Real.cos (angle L) := Real.one_sub_sq_div_two_le_cos
    rw [abs_le]
    constructor <;> nlinarith [Real.cos_le_one (angle L), sq_nonneg (angle L)]
  have hL : (L : ℝ) * (L : ℝ)⁻¹ = 1 := mul_inv_cancel₀ (Nat.cast_ne_zero.mpr (NeZero.ne L))
  rw [hs, norm_mul, Complex.norm_real, Real.norm_eq_abs, abs_mul]
  calc |2 * (Real.cos (angle L) - 1)| * |J| * ‖∑ x : Fin L, braket ψ (xyBond x (x + 1) ψ)‖
      ≤ angle L ^ 2 * |J| * (L * (1 / 2)) := by gcongr
    _ = 2 * π ^ 2 * |J| / L := by
        unfold angle
        linear_combination 2 * π ^ 2 * |J| * (L : ℝ)⁻¹ * hL

end

end LiebSchultzMattisTwist
```

```lean
#print axioms LiebSchultzMattisTwist.twist_adjoint
#print axioms LiebSchultzMattisTwist.twistDefect_eq
#print axioms LiebSchultzMattisTwist.norm_twistDefect_le
```

```
'LiebSchultzMattisTwist.twist_adjoint' depends on axioms: [propext, Classical.choice, Quot.sound]
'LiebSchultzMattisTwist.twistDefect_eq' depends on axioms: [propext, Classical.choice, Quot.sound]
'LiebSchultzMattisTwist.norm_twistDefect_le' depends on axioms: [propext, Classical.choice, Quot.sound]
```

## What the definitions and theorems say

A `Config L` assigns `true` (up) or `false` (down) to each site, and a `State L` assigns a complex amplitude to each configuration. The operators are functions from states to states, as in a matrix-free code. `Sx`, `Sy` and `Sz` are defined by their matrix elements, `dipole` is D, and `twist t` multiplies by the phase exp(i t D). The hypothesis `[NeZero L]` says that the ring has at least one site.

`twistDefect` is the left-hand side of the identity applied to a state, with `twist (-angle L)` in the place of U†. The theorem `twist_adjoint` justifies this: with respect to the inner product `braket`, the adjoint of a twist is the twist by the opposite angle.

`twistDefect_eq` states the identity for every state vector, normalised or not, and for all real `J` and `Jz`. `norm_twistDefect_le` assumes `braket ψ ψ = 1` and bounds the modulus of the expectation. For an unnormalised nonzero vector, divide the expectation by ⟨ψ|ψ⟩ before comparing.

The model is a finite ring with uniform nearest-neighbour couplings and no magnetic field. Other spin values and longer-range exchange are not covered, nor are the rounding errors of a program.

## How the lemmas retrace the calculation

- `dipole_flipAt` gives the change −2xm. It compares the two sums site by site, and only the reversed site contributes.
- `xyBond_apply` multiplies out the spin operators, using i² = −1, to obtain the coefficient c.
- `twist_xyBond` runs through the four combinations of two spin values. The parallel cases vanish through c, and the antiparallel ones give the cosine of t(x − y). The two exponentials are then combined into twice a cosine.
- `cos_ring_bond` treats ordinary and closing bonds together. Division with remainder writes x + 1 as Lq plus the number of the next site, so the phase is −t + 2πq, and periodicity removes the second term.
- `twistDefect_eq` sums the bond relation (`h1`), moves the twist through the Sz Sz terms (`h2`) and cancels the opposite phases (`h3`). A final `linear_combination` assembles these with the couplings.
- `norm_xyBond_le` uses the fact that reversing a spin twice restores the configuration, so reversal is a permutation and preserves the sum of |ψ|². The step from the product |ψ(s)||ψ(r)| to the squares is done by `nlinarith`, from the non-negative square of the difference.
- `norm_twistDefect_le` inserts the identity, adds the L bond bounds, and applies the inequality 1 − t²/2 ≤ cos t from Mathlib.
